# In one-loop QED running, logarithmic matching removes the matching scales from 1/α

## Does it matter where I switch on the muon?

If I switch on the muon at twice its mass instead of at its mass, and simply keep $1/\alpha$ continuous there, every one-loop value at higher scales comes out about 0.15 too large. The switching point was my choice, so no prediction should depend on it. I am told to add a logarithm to the matching condition. Does that remove the dependence completely, or only make it smaller? And does it still work with several particles of different charge, each switched on at its own arbitrary scale?

## The matching logarithm cancels against the running

At one loop the dependence disappears completely from the inverse coupling with all species active, for any number of species and any positive matching scales, provided that each species is matched with its one-loop logarithm.

Number the species $k=0,\dots,n-1$, with masses $m_k$ and matching scales $\mu_k$. Let $a_k(t)$ be the inverse coupling with $k$ active species at $t=\ln\mu$, and write $L_k=\ln\mu_k$. With no active species the coupling is frozen, $a_0(t)=A$. After that,

$$a_{k+1}'(t)=-\sum_{j=0}^{k}b_j,\qquad a_{k+1}(L_k)=a_k(L_k)-\delta_k .$$

For a Dirac fermion of charge $Q$ in units of the elementary charge, $b_k=2Q^2/(3\pi)$, with a further factor 3 for the colours of a quark. In the $\overline{\mathrm{MS}}$ scheme, the one-loop shift for such a fermion is $\delta_k=b_k\ln(\mu_k/m_k)$. It stands for the vacuum polarization of species $k$ at zero momentum, which the theory without that species has absorbed into its coupling.

A function $f$ with constant slope $c$ is affine, because $f(t)-ct$ has zero derivative and is therefore constant. Running from $L_k$ to $t$ and then matching gives

$$a_{k+1}(t)=a_k(L_k)-\delta_k-\sum_{j=0}^{k}b_j\,(t-L_k).$$

This leads by induction to

$$a_k(t)=A-\sum_{j<k}\bigl[\delta_j+b_j(t-L_j)\bigr].$$

For $k=0$ the sum is empty. In the step from $k$ to $k+1$, each older species $j<k$ contributes $b_j(L_k-L_j)+b_j(t-L_k)=b_j(t-L_j)$, and the new one contributes $\delta_k+b_k(t-L_k)$.

Now insert the one-loop shift:

$$\delta_j+b_j(t-L_j)=b_j(L_j-\ln m_j)+b_j(t-L_j)=b_j(t-\ln m_j).$$

Every $L_j$ has gone. At $t=\ln M$,

$$a_n(\ln M)=A-\sum_{k<n}b_k\ln\frac{M}{m_k}.$$

**The smallest cases.** For $n=0$ this says $a_0=A$. For $n=1$ it is a single line of slope $-b_0$ that reaches $A$ at $\mu=m_0$, wherever the matching was done. If $\mu_k=m_k$ for every species, all shifts vanish and continuous matching is correct.

**Without the logarithm.** Take $n=1$, $b_0=1$, $m_0=1$, $\mu_0=e$ and match continuously. Then $a_1(t)=A-(t-1)$ instead of $A-t$, which is too large by 1. Continuity at an arbitrary positive scale is thus not enough. Your muon is the same case: the error is $b\ln 2$ with $b=2/(3\pi)$, or about 0.15.

Here is the same argument in Lean 4 with Mathlib.

```lean
import Mathlib

open Finset

namespace ThresholdMatching

noncomputable section

/-- Inverse coupling `a k t` with `k` active species at `t = ln μ`: it equals `A` at every `t` when
no species is active, runs with slope minus the sum of the active coefficients `b j`, and drops by
`δ k` at `t = ln (μ k)` when species `k < n` is switched on. The scales `μ k` are meant to be
positive; this is a separate hypothesis where it is needed. -/
structure InverseCouplingFlow (n : ℕ) (b δ μ : ℕ → ℝ) (A : ℝ) (a : ℕ → ℝ → ℝ) : Prop where
  frozen : ∀ t, a 0 t = A
  running : ∀ k < n, ∀ t, HasDerivAt (a (k + 1)) (-∑ j ∈ range (k + 1), b j) t
  matching : ∀ k < n, a (k + 1) (Real.log (μ k)) = a k (Real.log (μ k)) - δ k

/-- The one-loop threshold shift `b_k ln(μ_k / m_k)` of a species of mass `m_k` matched at the
scale `μ_k`, for positive masses and scales. -/
def oneLoopShift (b m μ : ℕ → ℝ) (k : ℕ) : ℝ := b k * Real.log (μ k / m k)

/-- A quantity that runs with constant slope `c` in `t` is an affine function of `t`. -/
theorem constant_slope {f : ℝ → ℝ} {c : ℝ} (h : ∀ t, HasDerivAt f c t) (s t : ℝ) :
    f t = f s + c * (t - s) := by
  -- subtracting the linear part leaves a function with zero derivative
  have hg : ∀ x, HasDerivAt (fun x => f x - c * x) 0 x := fun x =>
    ((h x).fun_sub ((hasDerivAt_id' x).const_mul c)).congr_deriv (by ring)
  have hc := is_const_of_deriv_eq_zero (fun x => (hg x).differentiableAt)
    (fun x => (hg x).deriv) t s
  linear_combination hc

/-- Solution of the flow for arbitrary threshold shifts: each active species contributes its
shift and its running from its own matching scale. -/
theorem flow_solution {n : ℕ} {b δ μ : ℕ → ℝ} {A : ℝ} {a : ℕ → ℝ → ℝ}
    (h : InverseCouplingFlow n b δ μ A a) (k : ℕ) (hk : k ≤ n) (t : ℝ) :
    a k t = A - ∑ j ∈ range k, (δ j + b j * (t - Real.log (μ j))) := by
  induction k generalizing t with
  | zero => simp [h.frozen t]
  | succ k ih =>
    -- run from the matching scale to `t`, then match onto the theory with `k` species
    have h1 := constant_slope (h.running k (by omega)) (Real.log (μ k)) t
    have h2 := h.matching k (by omega)
    have h3 := ih (by omega) (Real.log (μ k))
    have h4 : ∑ j ∈ range k, (δ j + b j * (t - Real.log (μ j)))
        = ∑ j ∈ range k, (δ j + b j * (Real.log (μ k) - Real.log (μ j)))
          + (∑ j ∈ range k, b j) * (t - Real.log (μ k)) := by
      rw [Finset.sum_mul, ← Finset.sum_add_distrib]
      exact Finset.sum_congr rfl fun j _ => by ring
    rw [Finset.sum_range_succ] at h1
    rw [Finset.sum_range_succ, h4]
    linear_combination h1 + h2 + h3

/-- With one-loop matching at positive scales and positive masses, the inverse coupling with all `n`
species active is `A - ∑ b_k ln(M / m_k)` at any scale `M > 0`. -/
theorem inverse_coupling {n : ℕ} {b m μ : ℕ → ℝ} {A : ℝ} {a : ℕ → ℝ → ℝ}
    (hm : ∀ k < n, 0 < m k) (hμ : ∀ k < n, 0 < μ k)
    (h : InverseCouplingFlow n b (oneLoopShift b m μ) μ A a) {M : ℝ} (hM : 0 < M) :
    a n (Real.log M) = A - ∑ k ∈ range n, b k * Real.log (M / m k) := by
  rw [flow_solution h n le_rfl]
  congr 1
  refine Finset.sum_congr rfl fun k hk => ?_
  have hk' := Finset.mem_range.mp hk
  -- the logarithm of the matching scale cancels between shift and running
  rw [oneLoopShift, Real.log_div (hμ k hk').ne' (hm k hk').ne',
    Real.log_div hM.ne' (hm k hk').ne']
  ring

/-- Two flows with the same positive masses, coefficients and low-energy value, matched at one loop
at positive scales `μ` and `ν` respectively, give the same inverse coupling with all `n` species
active, at every `t`. -/
theorem matching_scale_independence {n : ℕ} {b m μ ν : ℕ → ℝ} {A : ℝ} {a c : ℕ → ℝ → ℝ}
    (hm : ∀ k < n, 0 < m k) (hμ : ∀ k < n, 0 < μ k) (hν : ∀ k < n, 0 < ν k)
    (ha : InverseCouplingFlow n b (oneLoopShift b m μ) μ A a)
    (hc : InverseCouplingFlow n b (oneLoopShift b m ν) ν A c) (t : ℝ) :
    a n t = c n t := by
  have h1 := inverse_coupling hm hμ ha (Real.exp_pos t)
  have h2 := inverse_coupling hm hν hc (Real.exp_pos t)
  rw [Real.log_exp] at h1 h2
  rw [h1, h2]

/-- For any positive masses and matching scales, the functions
`A - ∑ b_j (t - ln m_j)`, summed over the active species, satisfy the running and the one-loop
matching conditions. -/
theorem inverseCouplingFlow_witness (n : ℕ) (b m μ : ℕ → ℝ) (A : ℝ)
    (hm : ∀ k < n, 0 < m k) (hμ : ∀ k < n, 0 < μ k) :
    InverseCouplingFlow n b (oneLoopShift b m μ) μ A
      (fun k t => A - ∑ j ∈ range k, b j * (t - Real.log (m j))) where
  frozen := fun t => by simp
  running := fun k _ t => by
    have h : HasDerivAt (fun t => ∑ j ∈ range (k + 1), b j * (t - Real.log (m j)))
        (∑ j ∈ range (k + 1), b j) t := by
      apply HasDerivAt.fun_sum
      intro j _
      exact (((hasDerivAt_id' t).sub_const (Real.log (m j))).const_mul (b j)).congr_deriv
        (by ring)
    exact h.const_sub A
  matching := fun k hk => by
    simp only [Finset.sum_range_succ, oneLoopShift]
    rw [Real.log_div (hμ k hk).ne' (hm k hk).ne']
    ring

/-- If the inverse coupling is instead matched continuously at the scales `μ_k`, it differs from the
one-loop matched one with the same `A` by `∑ b_k ln(μ_k / m_k)`, at every `t`, once all `n` species
are active. -/
theorem continuous_matching_error {n : ℕ} {b m μ : ℕ → ℝ} {A : ℝ} {a c : ℕ → ℝ → ℝ}
    (ha : InverseCouplingFlow n b (oneLoopShift b m μ) μ A a)
    (hc : InverseCouplingFlow n b (fun _ => 0) μ A c) (t : ℝ) :
    c n t - a n t = ∑ k ∈ range n, b k * Real.log (μ k / m k) := by
  rw [flow_solution hc n le_rfl t, flow_solution ha n le_rfl t, sub_sub_sub_cancel_left,
    ← Finset.sum_sub_distrib]
  refine Finset.sum_congr rfl fun k _ => ?_
  simp only [oneLoopShift]
  ring

/-- With one-loop matching of all `n` species, a low-energy coupling `α₀ > 0`, positive masses and
matching scales, `M > 0`, and `α₀ ∑ b_k ln(M / m_k) < 1`, the inverse coupling at `M` is positive
and the coupling is `α₀ / (1 - α₀ ∑ b_k ln(M / m_k))`. -/
theorem running_coupling {n : ℕ} {b m μ : ℕ → ℝ} {α₀ : ℝ} {a : ℕ → ℝ → ℝ}
    (hm : ∀ k < n, 0 < m k) (hμ : ∀ k < n, 0 < μ k) (hα : 0 < α₀)
    (h : InverseCouplingFlow n b (oneLoopShift b m μ) μ α₀⁻¹ a) {M : ℝ} (hM : 0 < M)
    (hS : α₀ * ∑ k ∈ range n, b k * Real.log (M / m k) < 1) :
    0 < a n (Real.log M) ∧
      (a n (Real.log M))⁻¹ = α₀ / (1 - α₀ * ∑ k ∈ range n, b k * Real.log (M / m k)) := by
  have e : ∀ S : ℝ, α₀⁻¹ - S = (1 - α₀ * S) / α₀ := fun S => by
    rw [sub_div, mul_div_cancel_left₀ _ hα.ne', one_div]
  rw [inverse_coupling hm hμ h hM, e]
  exact ⟨div_pos (by linarith) hα, inv_div _ _⟩

end

end ThresholdMatching
```

```lean
#print axioms ThresholdMatching.matching_scale_independence
-- 'ThresholdMatching.matching_scale_independence' depends on axioms: [propext, Classical.choice, Quot.sound]
#print axioms ThresholdMatching.continuous_matching_error
-- 'ThresholdMatching.continuous_matching_error' depends on axioms: [propext, Classical.choice, Quot.sound]
#print axioms ThresholdMatching.running_coupling
-- 'ThresholdMatching.running_coupling' depends on axioms: [propext, Classical.choice, Quot.sound]
```

### What the Lean statements say

`InverseCouplingFlow n b δ μ A a` collects the three conditions above. Its field `frozen` fixes $a_0$, `running` is the renormalization group equation, and `matching` is the jump at $\ln\mu_k$. The letter `a`, like `c` in the comparisons, denotes an inverse coupling. The coefficients `b` are arbitrary real numbers, positive for screening in this sign convention; textbook beta-function coefficients often differ in sign and normalisation. Masses and scales are numbers in one common unit. The sequences are indexed by all natural numbers, but only the first `n` coefficients, shifts, masses and scales matter, together with the functions $a_0,\dots,a_n$.

The running equation holds at every `t`, so each $a_k$ is continued beyond the range where one would use it. This is why neither the masses nor the matching scales have to be ordered.

`inverse_coupling` is the formula for $a_n(\ln M)$, and `matching_scale_independence` says that two flows with different matching scales agree at every `t`. `inverseCouplingFlow_witness` gives an explicit solution for any positive masses and scales, so the conditions are consistent. `continuous_matching_error` gives the error of continuous matching as $\sum_k b_k\ln(\mu_k/m_k)$. `running_coupling` inverts the result: with $A=1/\alpha_0$, $\alpha_0>0$ and $S=\sum_k b_k\ln(M/m_k)$,

$$\alpha(M)=\frac{\alpha_0}{1-\alpha_0 S}\qquad\text{if }\alpha_0S<1.$$

The last condition keeps $M$ on the perturbative side of the Landau pole, where the inverse coupling is positive.

The step from this model to real QED is the one-loop truncation: the running equation and the shift are assumed here, not derived from Feynman diagrams. Higher loops change both, and light quarks also need non-perturbative input. Within the one-loop approximation, the formula connects the low-energy $\alpha$ of atomic and molecular Hamiltonians with the running coupling at a high renormalization scale.

### How the Lean proof runs

`constant_slope` subtracts the linear part and applies Mathlib's theorem that a function with zero derivative everywhere is constant.

`flow_solution` is the induction, for arbitrary shifts. It keeps `t` general, because the induction hypothesis is needed at `Real.log (μ k)` and not at the final `t`. In the step, `h1` is the running, `h2` the matching and `h3` the induction hypothesis. `h4` splits the running of the older species at $L_k$, and `linear_combination` adds the equations.

`inverse_coupling` compares the two sums term by term. Positivity lets `Real.log_div` split the logarithms of the ratios, and `ring` cancels $\ln\mu_k$. The independence theorem applies this result to both flows at $M=e^t$.

The witness is checked by differentiating its finite sum and splitting the matching logarithm. For the error formula, the solutions with and without the shifts are subtracted, which leaves only the shifts. The formula for $\alpha(M)$ follows from $\alpha_0^{-1}-S=(1-\alpha_0S)/\alpha_0$.
